# A parity operator that anticommutes with a fermionic mode has trace zero and two sectors of equal dimension

## Are the two parity blocks the same size?

Before I diagonalise a pairing Hamiltonian on M ≥ 1 fermionic modes, I sort the occupation states by particle-number parity and allocate two blocks of dimension 2^(M−1) each. I would like to get that block size from the operator algebra instead of from counting bit strings.

My claim is this. Let a and c be complex d by d matrices with a² = c² = 0 and ac + ca = 1, and let P satisfy P² = 1 and anticommute with both. Then tr P = 0, and the projectors (1 + P)/2 and (1 − P)/2 both have trace d/2. Can this be made rigorous and checked by machine, including the step from traces to dimensions?

## One anticommuting mode fixes both traces

Yes, and the traces need only two of your relations: ac + ca = 1 and Pa = −aP. Move a once around the trace, using first the anticommutation and then cyclicity:

tr(Pac) = −tr(aPc) = −tr(Pca).

Inserting 1 = ac + ca then gives

tr P = tr(Pac) + tr(Pca) = 0.

Write P₊ = (1 + P)/2 and P₋ = (1 − P)/2. Since tr 1 = d, linearity gives

tr P₊ = (d + tr P)/2 = d/2,

tr P₋ = (d − tr P)/2 = d/2.

The step to dimensions uses P² = 1, which makes P₊ idempotent:

P₊² = (1 + 2P + P²)/4 = (1 + P)/2 = P₊.

Replacing P by −P gives P₋² = P₋. For any idempotent Q, each vector splits as x = Qx + (1 − Q)x, so the space is the direct sum of the range and the kernel of Q. Q acts as the identity on the first and as zero on the second, so its trace is the dimension of its range, which is its rank. Both sectors therefore have dimension d/2.

The remaining relations provide an operator that exchanges the sectors. Let g = a + c, which is a Majorana operator when c is the adjoint of a. Then

g² = a² + c² + ac + ca = 1.

Since P anticommutes with a and c, Pg = −gP, and so

gP₊g = (g² + gPg)/2 = (1 − g²P)/2 = (1 − P)/2 = P₋.

## What the Lean statements say

The finite type `n` labels the basis states, and `Fintype.card n` is d. Operators are `Matrix n n ℂ`, and `evenProjector P` and `oddProjector P` are P₊ and P₋.

- `trace_parity_eq_zero` and `trace_sector_projectors` assume only `hac` and `hPa`, the two relations used above. Without P² = 1 the matrices P₊ and P₋ need not be projectors, but their traces are still d/2.
- `sector_dimensions` adds `hP : P * P = 1` and concludes that twice each rank equals d, as an equation between natural numbers. In particular, d must be even.
- `majorana_exchanges_sectors` assumes every relation in your claim except P² = 1.
- `single_mode_witness` gives 2 by 2 matrices that satisfy all your relations. Index 0 is the empty state and index 1 the occupied one, so the empty state is even.

In physics c is the adjoint of a, and P is (−1)^N with N the particle number. The theorems assume neither. The relation Pa = −aP is a hypothesis, and it stands for the fact that removing a particle flips the parity. Because P need not be Hermitian, the projectors may be oblique. The state space is finite-dimensional, and no Hamiltonian enters.

```lean
import Mathlib

namespace FermionParityTrace

noncomputable section

variable {n : Type*} [Fintype n] [DecidableEq n]

/-- The projector `(1 + P)/2` onto the even sector of a parity operator `P`. -/
def evenProjector (P : Matrix n n ℂ) : Matrix n n ℂ := (1 / 2 : ℂ) • (1 + P)

/-- The projector `(1 - P)/2` onto the odd sector of a parity operator `P`. -/
def oddProjector (P : Matrix n n ℂ) : Matrix n n ℂ := (1 / 2 : ℂ) • (1 - P)

/-- An operator that anticommutes with the annihilator `a` of a mode with `ac + ca = 1`
is traceless. -/
theorem trace_parity_eq_zero (a c P : Matrix n n ℂ)
    (hac : a * c + c * a = 1) (hPa : P * a = -(a * P)) : P.trace = 0 := by
  -- moving `a` once around the trace costs one sign
  have h1 : (P * (a * c)).trace = -(P * (c * a)).trace := by
    calc (P * (a * c)).trace = (P * a * c).trace := by rw [mul_assoc]
      _ = -(a * (P * c)).trace := by rw [hPa, neg_mul, Matrix.trace_neg, mul_assoc]
      _ = -(P * c * a).trace := by rw [Matrix.trace_mul_comm]
      _ = -(P * (c * a)).trace := by rw [mul_assoc]
  calc P.trace = (P * (a * c + c * a)).trace := by rw [hac, mul_one]
    _ = 0 := by rw [mul_add, Matrix.trace_add, h1, neg_add_cancel]

/-- If `ac + ca = 1` and `P` anticommutes with `a`, then `(1 + P)/2` and `(1 - P)/2` both have trace
`d/2`, where `d` is the dimension of the state space. -/
theorem trace_sector_projectors (a c P : Matrix n n ℂ)
    (hac : a * c + c * a = 1) (hPa : P * a = -(a * P)) :
    (evenProjector P).trace = (Fintype.card n : ℂ) / 2 ∧
      (oddProjector P).trace = (Fintype.card n : ℂ) / 2 := by
  have h := trace_parity_eq_zero a c P hac hPa
  constructor
  · rw [evenProjector, Matrix.trace_smul, Matrix.trace_add, Matrix.trace_one, h, smul_eq_mul]
    ring
  · rw [oddProjector, Matrix.trace_smul, Matrix.trace_sub, Matrix.trace_one, h, smul_eq_mul]
    ring

/-- If `P` squares to one, the even and the odd projector are idempotent. -/
theorem sector_projectors_idempotent (P : Matrix n n ℂ) (hP : P * P = 1) :
    evenProjector P * evenProjector P = evenProjector P ∧
      oddProjector P * oddProjector P = oddProjector P := by
  have key : ∀ R : Matrix n n ℂ, R * R = 1 →
      evenProjector R * evenProjector R = evenProjector R := by
    intro R hR
    have h2 : (1 + R) * (1 + R) = (2 : ℂ) • (1 + R) := by
      calc (1 + R) * (1 + R) = 1 + R + R + R * R := by noncomm_ring
        _ = (2 : ℂ) • (1 + R) := by
          rw [hR]
          module
    rw [evenProjector, Matrix.smul_mul, Matrix.mul_smul, h2, smul_smul, smul_smul]
    congr 1
    norm_num
  -- the odd sector of `P` is the even sector of `-P`
  have hodd : oddProjector P = evenProjector (-P) := by
    rw [oddProjector, evenProjector, sub_eq_add_neg]
  refine ⟨key P hP, ?_⟩
  rw [hodd]
  exact key (-P) (by rw [neg_mul_neg, hP])

/-- The trace of an idempotent matrix is its rank. -/
theorem trace_eq_rank_of_idempotent (Q : Matrix n n ℂ) (hQ : Q * Q = Q) :
    Q.trace = (Q.rank : ℂ) := by
  have hproj : LinearMap.IsProj (LinearMap.range Q.mulVecLin) Q.mulVecLin :=
    ⟨fun x => LinearMap.mem_range_self _ x, by
      rintro _ ⟨y, rfl⟩
      simp only [Matrix.mulVecLin_apply, Matrix.mulVec_mulVec, hQ]⟩
  have h2 : LinearMap.trace ℂ (n → ℂ) Q.mulVecLin = Q.trace := by
    rw [← Matrix.toLin'_apply', LinearMap.trace_eq_matrix_trace ℂ (Pi.basisFun ℂ n),
      LinearMap.toMatrix_eq_toMatrix', LinearMap.toMatrix'_toLin']
  exact h2.symm.trans hproj.trace

/-- If `ac + ca = 1`, `P` anticommutes with `a` and `P² = 1`, then the even and the odd projector
each have rank equal to half the dimension of the state space. -/
theorem sector_dimensions (a c P : Matrix n n ℂ)
    (hac : a * c + c * a = 1) (hPa : P * a = -(a * P)) (hP : P * P = 1) :
    2 * (evenProjector P).rank = Fintype.card n ∧
      2 * (oddProjector P).rank = Fintype.card n := by
  obtain ⟨hEven, hOdd⟩ := trace_sector_projectors a c P hac hPa
  obtain ⟨ie, io⟩ := sector_projectors_idempotent P hP
  rw [trace_eq_rank_of_idempotent _ ie] at hEven
  rw [trace_eq_rank_of_idempotent _ io] at hOdd
  constructor
  · have h : (2 : ℂ) * ((evenProjector P).rank : ℂ) = (Fintype.card n : ℂ) := by
      rw [hEven]
      ring
    exact_mod_cast h
  · have h : (2 : ℂ) * ((oddProjector P).rank : ℂ) = (Fintype.card n : ℂ) := by
      rw [hOdd]
      ring
    exact_mod_cast h

/-- If `a² = c² = 0`, `ac + ca = 1` and `P` anticommutes with `a` and `c`, then `a + c` squares to
one, and multiplying `(1 + P)/2` by `a + c` on both sides gives `(1 - P)/2`. -/
theorem majorana_exchanges_sectors (a c P : Matrix n n ℂ)
    (ha : a * a = 0) (hc : c * c = 0) (hac : a * c + c * a = 1)
    (hPa : P * a = -(a * P)) (hPc : P * c = -(c * P)) :
    (a + c) * (a + c) = 1 ∧
      (a + c) * evenProjector P * (a + c) = oddProjector P := by
  have hg : (a + c) * (a + c) = 1 := by
    calc (a + c) * (a + c) = a * a + c * c + (a * c + c * a) := by noncomm_ring
      _ = 1 := by rw [ha, hc, hac, add_zero, zero_add]
  have hPg : P * (a + c) = -((a + c) * P) := by
    rw [mul_add, hPa, hPc, add_mul, neg_add]
  refine ⟨hg, ?_⟩
  rw [evenProjector, oddProjector, Matrix.mul_smul, Matrix.smul_mul]
  congr 1
  calc (a + c) * (1 + P) * (a + c)
      = (a + c) * (a + c) + (a + c) * (P * (a + c)) := by noncomm_ring
    _ = 1 - P := by
      rw [hPg, mul_neg, ← mul_assoc, hg, one_mul, sub_eq_add_neg]

/-- The annihilation matrix of a single mode on `ℂ²`. -/
def modeA : Matrix (Fin 2) (Fin 2) ℂ := !![0, 1; 0, 0]

/-- The creation matrix of a single mode on `ℂ²`. -/
def modeC : Matrix (Fin 2) (Fin 2) ℂ := !![0, 0; 1, 0]

/-- The parity matrix of a single mode on `ℂ²`. -/
def modeP : Matrix (Fin 2) (Fin 2) ℂ := !![1, 0; 0, -1]

/-- The single-mode matrices on `ℂ²` satisfy the fermionic relations, and their parity matrix
squares to one and anticommutes with both mode operators. -/
theorem single_mode_witness :
    modeA * modeA = 0 ∧ modeC * modeC = 0 ∧ modeA * modeC + modeC * modeA = 1 ∧
      modeP * modeP = 1 ∧ modeP * modeA = -(modeA * modeP) ∧
      modeP * modeC = -(modeC * modeP) := by
  refine ⟨?_, ?_, ?_, ?_, ?_, ?_⟩ <;>
    (ext i j
     fin_cases i <;> fin_cases j <;>
       simp [modeA, modeC, modeP, Matrix.mul_apply, Fin.sum_univ_succ])

end

end FermionParityTrace
```

```lean
#print axioms FermionParityTrace.trace_parity_eq_zero
#print axioms FermionParityTrace.sector_dimensions
#print axioms FermionParityTrace.majorana_exchanges_sectors
```

```
'FermionParityTrace.trace_parity_eq_zero' depends on axioms: [propext, Classical.choice, Quot.sound]
'FermionParityTrace.sector_dimensions' depends on axioms: [propext, Classical.choice, Quot.sound]
'FermionParityTrace.majorana_exchanges_sectors' depends on axioms: [propext, Classical.choice, Quot.sound]
```

## How the proof follows the algebra

In `trace_parity_eq_zero`, the intermediate result `h1` is the sign relation tr(Pac) = −tr(Pca). Its `calc` chain rewrites with `hPa` to produce the sign and with `Matrix.trace_mul_comm` to move a to the end of the product. The second `calc` inserts ac + ca for 1, and the two terms cancel. `trace_sector_projectors` then applies linearity of the trace.

`sector_projectors_idempotent` proves the even case for every R with R² = 1, under the name `key`. It then writes the odd projector of P as the even projector of −P, so the same calculation covers both.

`trace_eq_rank_of_idempotent` passes from the matrix Q to the linear map `Q.mulVecLin`. The term `hproj` records that this map sends every vector into its range and fixes the vectors already there. Mathlib's `LinearMap.IsProj.trace`, called as `hproj.trace`, says that the trace of such a projection is the dimension of that range. The equation `h2` identifies the trace of the map with the trace of the matrix.

`sector_dimensions` replaces traces by ranks, which first gives an equation between complex numbers. `exact_mod_cast` turns it into the equation between natural numbers.

In `majorana_exchanges_sectors`, `hg` is g² = 1 and `hPg` is Pg = −gP. The last `calc` expands g(1 + P)g and uses both. The single-mode relations are checked entry by entry.

## Block sizes in exact diagonalisation

For M modes, d = 2^M, and a and c can belong to any one of them. In a finite-dimensional exact diagonalisation with a parity-conserving Hamiltonian, the result fixes both block dimensions at 2^(M−1), whether or not the particles interact. In code, the parity of a basis state is the number of set bits in its occupation string, modulo 2. The two index lists must come out equally long, and the diagonal of the parity matrix must sum to zero. With a dense solver whose cost grows as the cube of the dimension, the two half-size blocks together take a quarter of the work of the full matrix.

The check applies to the full Fock space of the chosen modes. At fixed particle number all states have the same parity, so one of the two lists is empty. This does not contradict the theorem. On that subspace P is 1 or −1, so a matrix a acting within it and satisfying Pa = −aP is zero, and then ac + ca = 1 fails.
